# The best bounds of the form 1 − Cz² on the gradient spin factor for −1 ≤ z ≤ 1

Q: Show me the simplest case before any Lean. I have a three-dimensional electron gas with relative spin polarization $z=(n_\uparrow-n_\downarrow)/n$, and the spin factor is
$$\varphi(z)=\tfrac12\left[(1+z)^{2/3}+(1-z)^{2/3}\right].$$

A: Take full polarization, $z=1$. One channel is empty, so $\varphi(1)=2^{2/3}/2=2^{-1/3}$. If $1-Bz^2$ is to lie below $\varphi$ on all of $[-1,1]$, then at $z=1$ we need $1-B\le 2^{-1/3}$, that is, $B\ge 1-2^{-1/3}\approx 0.206$. One point has fixed the smallest possible $B$. What remains is to show that this $B$ works at every other polarization, and to find the largest $A$ for which $1-Az^2$ stays above $\varphi$. That value is $1/9$, and it is set at the other end, near $z=0$.

Q: Does the file speak of the same $\varphi$, or of some convenient substitute?

A: The same one. The polarization is a real number `z`, and the powers are real powers with exponent $2/3$.

```lean
import Mathlib

open Set

namespace GradientSpinFactor

noncomputable section

/-- The spin factor of gradient corrections at relative spin polarization `z`. -/
def spinFactor (z : ℝ) : ℝ := ((1 + z) ^ (2 / 3 : ℝ) + (1 - z) ^ (2 / 3 : ℝ)) / 2
```

Q: Where are the Fermi spheres?

A: In two auxiliary definitions. A channel with density $n(1\pm z)/2$ has Fermi wave vector $(1\pm z)^{1/3}k_F$, where $k_F$ belongs to the unpolarized gas of the same total density. Write $a=(1+z)^{1/3}$, $b=(1-z)^{1/3}$ and $q=ab$. In Lean, $a$ is `relFermi z`, $b$ is `relFermi (-z)` and $q$ is `fermiProduct z`.

```lean
/-- Fermi wave vector of the spin channel with density fraction `(1 + z) / 2`, relative to that
of the unpolarized gas of the same total density. -/
def relFermi (z : ℝ) : ℝ := (1 + z) ^ (1 / 3 : ℝ)

/-- Product of the relative Fermi wave vectors of the two spin channels. -/
def fermiProduct (z : ℝ) : ℝ := relFermi z * relFermi (-z)
```

Q: And what exactly is claimed?

A: The final theorem, `optimal_quadratic_bounds`, consists of two equivalences. For every real $A$, the inequality $\varphi(z)\le 1-Az^2$ holds for all $z\in[-1,1]$ if and only if $A\le 1/9$. For every real $B$, the inequality $1-Bz^2\le\varphi(z)$ holds for all such $z$ if and only if $B\ge 1-2^{-1/3}$. Setting $A=1/9$ and $B=1-2^{-1/3}$ gives the bounds themselves; the other directions say that neither coefficient can be improved. `Icc (-1) 1` is the closed interval, so both fully polarized states are included.

Q: What does that leave out of the physics?

A: Any energy. This factor enters the spin dependence of PBE-type gradient-corrected correlation, but the theorem bounds only the factor at a given polarization, not a functional or its error. Its optimality is also relative to parabolas with value 1 at $z=0$ and to the whole interval.

Q: Then derive it. Fractional powers are awkward to bound.

A: So we remove them. The cubes are the channel densities relative to $n/2$, the density of each channel in the unpolarized gas: $a^3=1+z$ and $b^3=1-z$. The spin factor is $\varphi=(a^2+b^2)/2$. The next two lemmas record this by multiplying exponents, which is legitimate because $1\pm z\ge0$ on the interval.

```lean
/-- The cube of the relative Fermi wave vector is the relative density of the spin channel. -/
theorem relFermi_cube {z : ℝ} (hz : -1 ≤ z) : relFermi z ^ 3 = 1 + z := by
  have h : (1 / 3 : ℝ) * ((3 : ℕ) : ℝ) = 1 := by norm_num
  rw [relFermi, ← Real.rpow_natCast, ← Real.rpow_mul (by linarith), h, Real.rpow_one]

/-- The spin factor is the mean of the squared relative Fermi wave vectors. -/
theorem spinFactor_eq_mean_sq {z : ℝ} (hz : z ∈ Icc (-1 : ℝ) 1) :
    spinFactor z = (relFermi z ^ 2 + relFermi (-z) ^ 2) / 2 := by
  have h : ∀ x : ℝ, 0 ≤ x → x ^ (2 / 3 : ℝ) = (x ^ (1 / 3 : ℝ)) ^ 2 := by
    intro x hx
    have e : (1 / 3 : ℝ) * ((2 : ℕ) : ℝ) = 2 / 3 := by norm_num
    rw [← Real.rpow_natCast, ← Real.rpow_mul hx, e]
  have h1 := h (1 + z) (by linarith [hz.1])
  have h2 := h (1 + -z) (by linarith [hz.2])
  unfold spinFactor relFermi
  rw [sub_eq_add_neg, h1, h2]
```

Now $a^3+b^3=2$. Squaring gives $a^6+b^6+2q^3=4$, and
$$a^6+b^6=(a^2+b^2)^3-3a^2b^2(a^2+b^2)=8\varphi^3-6\varphi q^2 .$$
Halving the result,
$$4\varphi^3-3\varphi q^2+q^3=2 .$$
At $z=1$ we have $q=0$, and this reduces to $4\varphi^3=2$, the case we began with. In Lean, the `linear_combination` multiplies $a^3+b^3-2=0$ by $(a^3+b^3+2)/2$, which is the same squaring and halving.

```lean
/-- The spin factor and the product of the relative Fermi wave vectors obey a cubic relation. -/
theorem spinFactor_cubic {z : ℝ} (hz : z ∈ Icc (-1 : ℝ) 1) :
    4 * spinFactor z ^ 3 - 3 * spinFactor z * fermiProduct z ^ 2 + fermiProduct z ^ 3 = 2 := by
  have h : relFermi z ^ 3 + relFermi (-z) ^ 3 = 2 := by
    rw [relFermi_cube hz.1, relFermi_cube (by linarith [hz.2])]
    ring
  rw [spinFactor_eq_mean_sq hz, fermiProduct]
  linear_combination (relFermi z ^ 3 + relFermi (-z) ^ 3 + 2) / 2 * h
```

Q: A cubic can have several roots. How do you know which one is $\varphi$?

A: By its position relative to $q$. First, $q\ge0$ and $q^3=(1+z)(1-z)=1-z^2\le1$, so $0\le q\le1$. Second, $\varphi-q=(a-b)^2/2\ge0$.

```lean
/-- The product of the relative Fermi wave vectors lies between 0 and 1, its cube is `1 - z ^ 2`,
and it does not exceed the spin factor. -/
theorem fermiProduct_spec {z : ℝ} (hz : z ∈ Icc (-1 : ℝ) 1) :
    0 ≤ fermiProduct z ∧ fermiProduct z ≤ 1 ∧ fermiProduct z ^ 3 = 1 - z ^ 2 ∧
      fermiProduct z ≤ spinFactor z := by
  have h3 : fermiProduct z ^ 3 = 1 - z ^ 2 := by
    rw [fermiProduct, mul_pow, relFermi_cube hz.1, relFermi_cube (by linarith [hz.2])]
    ring
  refine ⟨?_, ?_, h3, ?_⟩
  · exact mul_nonneg (Real.rpow_nonneg (by linarith [hz.1]) _)
      (Real.rpow_nonneg (by linarith [hz.2]) _)
  · by_contra h
    have := one_lt_pow₀ (not_le.mp h) (three_ne_zero)
    linarith [sq_nonneg z]
  · rw [spinFactor_eq_mean_sq hz, fermiProduct]
    linarith [sq_nonneg (relFermi z - relFermi (-z))]
```

Let $F(y)=4y^3-3yq^2+q^3$, so that $F(\varphi)=2$. For a trial value $y>0$,
$$F(\varphi)-F(y)=(\varphi-y)\left[4(\varphi^2+\varphi y+y^2)-3q^2\right].$$
Here $\varphi>0$, since $\varphi=0$ would force $q=0$ and $F(\varphi)=0$. With $\varphi\ge q$, the bracket is positive. Hence $F(y)\ge2$ implies $\varphi\le y$, and $F(y)\le2$ implies $y\le\varphi$. The lemma calls the root `x` and the bracket `gap`; each half assumes the wrong order and obtains a contradiction from the sign of the product.

```lean
/-- A positive trial value `y` is compared with a root `x ≥ q` of the cubic relation by
inserting `y` into the cubic. -/
theorem cubic_compare {x y q : ℝ} (hq : 0 ≤ q) (hqx : q ≤ x) (hy : 0 < y)
    (e : 4 * x ^ 3 - 3 * x * q ^ 2 + q ^ 3 = 2) :
    (2 ≤ 4 * y ^ 3 - 3 * y * q ^ 2 + q ^ 3 → x ≤ y) ∧
      (4 * y ^ 3 - 3 * y * q ^ 2 + q ^ 3 ≤ 2 → y ≤ x) := by
  have hx : 0 < x := by
    rcases (hq.trans hqx).eq_or_lt with h | h
    · have hq0 : q = 0 := by linarith
      rw [hq0, ← h] at e
      norm_num at e
    · exact h
  -- the difference quotient of the cubic is positive
  have gap : 0 < 4 * (x ^ 2 + x * y + y ^ 2) - 3 * q ^ 2 := by
    linarith [mul_pos hx hy, pow_le_pow_left₀ hq hqx 2, pow_pos hx 2, sq_nonneg y]
  constructor
  · intro h
    by_contra hc
    have := mul_pos (sub_pos.mpr (not_le.mp hc)) gap
    nlinarith [this]
  · intro h
    by_contra hc
    have := mul_pos (sub_pos.mpr (not_le.mp hc)) gap
    nlinarith [this]
```

Q: So each parabola becomes a trial value. Do the upper one first.

A: Since $z^2=1-q^3$, the trial value is $y=1-z^2/9=(8+q^3)/9$. Inserting it gives
$$729\,[F(y)-2]=(q-1)^2P(q),$$
$$P(q)=4q^7+8q^6+12q^5+112q^4-31q^3-174q^2+1180q+590 .$$
For $0\le q\le1$ the negative terms total at least $-205$, so $P(q)\ge385$. Therefore $F(y)\ge2$ and $\varphi\le1-z^2/9$. In the code, `hP` supplies the sign of $P$, and `nlinarith` completes the comparison from the product with the square.

```lean
/-- The spin factor lies below the parabola `1 - z ^ 2 / 9`. -/
theorem spinFactor_le {z : ℝ} (hz : z ∈ Icc (-1 : ℝ) 1) : spinFactor z ≤ 1 - z ^ 2 / 9 := by
  obtain ⟨h0, h1, h3, hφ⟩ := fermiProduct_spec hz
  have e := spinFactor_cubic hz
  have hz2 : z ^ 2 = 1 - fermiProduct z ^ 3 := by linarith
  rw [hz2]
  generalize fermiProduct z = q at *
  refine (cubic_compare h0 hφ (by linarith [pow_nonneg h0 3]) e).1 ?_
  -- the excess is a double zero at q = 1 times a positive polynomial
  have hP : 0 ≤ 4 * q ^ 7 + 8 * q ^ 6 + 12 * q ^ 5 + 112 * q ^ 4 - 31 * q ^ 3 - 174 * q ^ 2
      + 1180 * q + 590 := by
    linarith [pow_nonneg h0 7, pow_nonneg h0 6, pow_nonneg h0 5, pow_nonneg h0 4,
      pow_le_one₀ (n := 3) h0 h1, pow_le_one₀ (n := 2) h0 h1]
  have := mul_nonneg (sq_nonneg (q - 1)) hP
  nlinarith [this]
```

Q: The lower parabola contains $2^{-1/3}$. Did a decimal approximation enter?

A: No. Put $k=2^{-1/3}$. The proof needs only $k^3=1/2$ and $3/4\le k\le1$. The lower estimate follows from $(3/4)^3=27/64<1/2$.

```lean
/-- The number `2 ^ (-1/3)` has cube `1/2` and lies between `3/4` and `1`. -/
theorem two_rpow_spec : ((2 : ℝ) ^ (-(1 / 3) : ℝ)) ^ 3 = 1 / 2 ∧
    3 / 4 ≤ (2 : ℝ) ^ (-(1 / 3) : ℝ) ∧ (2 : ℝ) ^ (-(1 / 3) : ℝ) ≤ 1 := by
  have hp : 0 < (2 : ℝ) ^ (-(1 / 3) : ℝ) := Real.rpow_pos_of_pos (by norm_num) _
  have h3 : ((2 : ℝ) ^ (-(1 / 3) : ℝ)) ^ 3 = 1 / 2 := by
    have e : (-(1 / 3) : ℝ) * ((3 : ℕ) : ℝ) = -1 := by norm_num
    rw [← Real.rpow_natCast, ← Real.rpow_mul (by norm_num), e, Real.rpow_neg_one]
    norm_num
  refine ⟨h3, ?_, ?_⟩
  · by_contra h
    have := pow_lt_pow_left₀ (not_le.mp h) hp.le (three_ne_zero)
    rw [h3] at this
    norm_num at this
  · by_contra h
    have := one_lt_pow₀ (not_le.mp h) (three_ne_zero)
    rw [h3] at this
    norm_num at this
```

With $c=1-k$, the trial value is $y=1-c(1-q^3)=k+cq^3$. Expanding $F(y)$ and using $4k^3=2$,
$$F(y)-2=-q^2(1-q)\,Q(q),$$
$$Q(q)=4c^3(q^6+q^5+q^4)+(4c^3+12kc^2)(q^3+q^2+q)+3k-3c(q^2+q).$$
Only the last term is negative. Because $c\le1/4$ and $q^2+q\le2$, it is at least $-3/2$, while $3k\ge9/4$. So $Q>0$, $F(y)\le2$ and $y\le\varphi$. The factors $q^2$ and $1-q$ show the contact at full polarization and at zero polarization. The factorization is `key` in the code, and `hQ` is the sign of $Q$.

```lean
/-- The spin factor lies above the parabola `1 - (1 - 2 ^ (-1/3)) * z ^ 2`. -/
theorem le_spinFactor {z : ℝ} (hz : z ∈ Icc (-1 : ℝ) 1) :
    1 - (1 - (2 : ℝ) ^ (-(1 / 3) : ℝ)) * z ^ 2 ≤ spinFactor z := by
  obtain ⟨h0, h1, h3, hφ⟩ := fermiProduct_spec hz
  have e := spinFactor_cubic hz
  obtain ⟨hk3, hk, hk1⟩ := two_rpow_spec
  have hz2 : z ^ 2 = 1 - fermiProduct z ^ 3 := by linarith
  rw [hz2]
  generalize fermiProduct z = q at *
  generalize (2 : ℝ) ^ (-(1 / 3) : ℝ) = k at *
  obtain ⟨c, hc⟩ : ∃ c, c = 1 - k := ⟨_, rfl⟩
  have hc0 : 0 ≤ c := by linarith
  have hk0 : 0 ≤ k := by linarith
  rw [← hc]
  have hy : 0 < 1 - c * (1 - q ^ 3) := by
    linarith [mul_nonneg hc0 (pow_nonneg h0 3)]
  refine (cubic_compare h0 hφ hy e).2 ?_
  -- the deficit is q² (1 - q) times a positive polynomial
  have hl : c * (q ^ 2 + q) ≤ 1 / 4 * 2 :=
    mul_le_mul (by linarith) (by linarith [pow_le_one₀ (n := 2) h0 h1]) (by positivity)
      (by norm_num)
  have hm : 0 ≤ 4 * c ^ 3 * (q ^ 6 + q ^ 5 + q ^ 4)
      + (4 * c ^ 3 + 12 * k * c ^ 2) * (q ^ 3 + q ^ 2 + q) := by positivity
  have hQ : 0 ≤ 4 * c ^ 3 * (q ^ 6 + q ^ 5 + q ^ 4)
      + (4 * c ^ 3 + 12 * k * c ^ 2) * (q ^ 3 + q ^ 2 + q)
      + (3 * k - 3 * (c * (q ^ 2 + q))) := by linarith
  have hprod := mul_nonneg (mul_nonneg (sq_nonneg q) (sub_nonneg.mpr h1)) hQ
  have key : 4 * (1 - c * (1 - q ^ 3)) ^ 3 - 3 * (1 - c * (1 - q ^ 3)) * q ^ 2 + q ^ 3 - 2
      = -(q ^ 2 * (1 - q) * (4 * c ^ 3 * (q ^ 6 + q ^ 5 + q ^ 4)
      + (4 * c ^ 3 + 12 * k * c ^ 2) * (q ^ 3 + q ^ 2 + q)
      + (3 * k - 3 * (c * (q ^ 2 + q))))) := by
    rw [hc]
    linear_combination 4 * (1 - q ^ 3) * hk3
  linarith
```

Q: That proves the bounds. Why can't the upper coefficient be slightly larger than $1/9$? At $z=1$ there is plenty of room.

A: There is none near $z=0$, and a quartic remainder shows it. Let $\delta=1-\varphi$, $\varepsilon=1-q$ and $t=z^2=1-q^3$. Expanding the cubic relation about $\varphi=q=1$ gives
$$9\delta-t=3\varepsilon^2-2\varepsilon^3+12\delta^2-6\delta\varepsilon-4\delta^3+3\delta\varepsilon^2 .$$
Both $\delta$ and $\varepsilon$ are nonnegative, so the negative terms may be discarded. From $q^3\le q$ we get $\varepsilon\le t$. The lower parabola, with $c\le1/4$, gives $\delta\le t/4\le1/4$. Thus
$$9\delta-t\le3t^2+\tfrac34t^2+\tfrac34t^2=\tfrac92t^2\le5t^2,$$
and so $\varphi\ge1-z^2/9-\tfrac59z^4$. The expansion is `hexp`; `a1` to `a6` and `a9` are the inequalities that `linarith` combines with it, after the identities `a7` and `a8` have been used to rewrite `a2` and `a3`.

```lean
/-- The spin factor falls below `1 - z ^ 2 / 9` by at most `5 / 9 * z ^ 4`. -/
theorem spinFactor_quartic {z : ℝ} (hz : z ∈ Icc (-1 : ℝ) 1) :
    1 - z ^ 2 / 9 - 5 / 9 * (z ^ 2) ^ 2 ≤ spinFactor z := by
  obtain ⟨h0, h1, h3, -⟩ := fermiProduct_spec hz
  have e := spinFactor_cubic hz
  have hu := spinFactor_le hz
  have hl := le_spinFactor hz
  have hk := mul_nonneg (sub_nonneg.mpr two_rpow_spec.2.1) (sq_nonneg z)
  have ht := sq_nonneg z
  have hd : 1 - spinFactor z ≤ z ^ 2 / 4 := by linarith
  generalize fermiProduct z = q at *
  generalize spinFactor z = x at *
  generalize z ^ 2 = t at *
  have hd0 : 0 ≤ 1 - x := by linarith
  have he0 : 0 ≤ 1 - q := by linarith
  have het : 1 - q ≤ t := by
    linarith [mul_nonneg (mul_nonneg h0 he0) (by linarith : 0 ≤ 1 + q)]
  have hd4 : 0 ≤ 1 / 4 - (1 - x) := by linarith [pow_nonneg h0 3]
  -- expand the cubic relation about the unpolarized point x = q = 1
  have hexp : 9 * (1 - x) - t = 3 * (1 - q) ^ 2 - 2 * (1 - q) ^ 3 + 12 * (1 - x) ^ 2
      - 6 * ((1 - x) * (1 - q)) - 4 * (1 - x) ^ 3 + 3 * ((1 - x) * (1 - q) ^ 2) := by
    linear_combination -e - h3
  have a1 := pow_le_pow_left₀ he0 het 2
  have a2 := pow_le_pow_left₀ hd0 hd 2
  have a3 := mul_nonneg hd4 (sq_nonneg (1 - q))
  have a4 := mul_nonneg hd0 he0
  have a5 := pow_nonneg hd0 3
  have a6 := pow_nonneg he0 3
  have a7 : (t / 4) ^ 2 = t ^ 2 / 16 := by ring
  have a8 : (1 / 4 - (1 - x)) * (1 - q) ^ 2
      = (1 - q) ^ 2 / 4 - (1 - x) * (1 - q) ^ 2 := by ring
  rw [a7] at a2
  rw [a8] at a3
  have a9 := sq_nonneg t
  linarith only [hexp, a1, a2, a3, a4, a5, a6, a9]
```

The value at full polarization is stated separately, for use in the optimality of $B$.

```lean
/-- At full polarization the spin factor equals `2 ^ (-1/3)`. -/
theorem spinFactor_one : spinFactor 1 = (2 : ℝ) ^ (-(1 / 3) : ℝ) := by
  rw [spinFactor, show (1 : ℝ) + 1 = 2 by norm_num, sub_self, Real.zero_rpow (by norm_num),
    add_zero, show (-(1 / 3) : ℝ) = 2 / 3 - 1 by norm_num, Real.rpow_sub_one (by norm_num)]
```

Q: Now finish the argument against a larger $A$.

A: Suppose $A>1/9$ worked, and choose $z=\min(1,A-1/9)$, which is positive. Comparing $\varphi\le1-Az^2$ with the quartic estimate and dividing by $z^2$ gives $A-\tfrac19\le\tfrac59z^2$. But $z^2\le z\le A-\tfrac19$, so the right side is at most $\tfrac59(A-\tfrac19)$, which is smaller than the left. That is a contradiction.

Conversely, if $A\le1/9$, then $1-Az^2\ge1-z^2/9\ge\varphi$. For $B$, inserting $z=1$ gives necessity, and any $B\ge1-2^{-1/3}$ only lowers a parabola already below $\varphi$. The four bullets of the last proof are these four implications, in the order $A$ necessary, $A$ sufficient, $B$ necessary, $B$ sufficient.

```lean
/-- A parabola `1 - A * z ^ 2` bounds the spin factor from above on all of `[-1, 1]` exactly when
`A ≤ 1/9`, and `1 - B * z ^ 2` bounds it from below exactly when `B ≥ 1 - 2 ^ (-1/3)`. -/
theorem optimal_quadratic_bounds :
    (∀ A : ℝ, (∀ z ∈ Icc (-1 : ℝ) 1, spinFactor z ≤ 1 - A * z ^ 2) ↔ A ≤ 1 / 9) ∧
    (∀ B : ℝ, (∀ z ∈ Icc (-1 : ℝ) 1, 1 - B * z ^ 2 ≤ spinFactor z) ↔
      1 - (2 : ℝ) ^ (-(1 / 3) : ℝ) ≤ B) := by
  refine ⟨fun A => ⟨fun h => ?_, fun hA z hz => ?_⟩, fun B => ⟨fun h => ?_, fun hB z hz => ?_⟩⟩
  · -- for each A above 1/9, the bound fails at the polarization min 1 (A - 1/9)
    by_contra hA
    have hA' : 0 < A - 1 / 9 := by linarith [not_le.mp hA]
    obtain ⟨z, hz0, hz1, hzA⟩ : ∃ z : ℝ, 0 < z ∧ z ≤ 1 ∧ z ≤ A - 1 / 9 :=
      ⟨min 1 (A - 1 / 9), lt_min one_pos hA', min_le_left _ _, min_le_right _ _⟩
    have hz : z ∈ Icc (-1 : ℝ) 1 := ⟨by linarith, hz1⟩
    have hsq : z ^ 2 ≤ z := by nlinarith
    have hpos : 0 < A - 1 / 9 - 5 / 9 * z ^ 2 := by linarith
    have := mul_pos (pow_pos hz0 2) hpos
    linarith [h z hz, spinFactor_quartic hz]
  · linarith [spinFactor_le hz, mul_nonneg (sub_nonneg.mpr hA) (sq_nonneg z)]
  · -- the fully polarized gas fixes the lower coefficient
    have h1 := h 1 ⟨by norm_num, le_refl 1⟩
    rw [spinFactor_one] at h1
    linarith
  · linarith [le_spinFactor hz, mul_nonneg (sub_nonneg.mpr hB) (sq_nonneg z)]

end

end GradientSpinFactor
```

```lean
#print axioms GradientSpinFactor.spinFactor_one
-- 'GradientSpinFactor.spinFactor_one' depends on axioms: [propext, Classical.choice, Quot.sound]
#print axioms GradientSpinFactor.optimal_quadratic_bounds
-- 'GradientSpinFactor.optimal_quadratic_bounds' depends on axioms: [propext, Classical.choice, Quot.sound]
```

Q: So the two coefficients are decided by different gases?

A: Yes: the upper one by weak polarization, the lower one by full polarization.
